# Kato–Temple bounds for an isolated level of a finite-basis Dirac Hamiltonian

I am computing the 1s level of a heavy one-electron ion with the Dirac Hamiltonian in a finite basis. The matrix has electronic levels and, roughly twice the electron's rest energy beneath them, a set of negative-energy levels. If my trial spinor picks up some negative-energy character, its energy expectation value can drop below the 1s level of the matrix, so the usual variational upper bound is gone. Can I still limit the size of that drop from the trial vector itself, without diagonalising the matrix?

## The residual and the gap below limit the drop

Yes, provided that you know where the neighbouring levels are not. Let $T$ be the Hamiltonian matrix in an orthonormal basis (orthonormalise the basis functions first if they overlap), $v$ a unit vector, $E=\mathrm{Re}\langle v,Tv\rangle$ its energy and $e=\|Tv-Ev\|$ its residual norm. Suppose that $E$ and the level $\mu$ both lie in an interval $(a,b)$ that contains no other level. Then

$$E-\frac{e^2}{b-E}\;\le\;\mu\;\le\;E+\frac{e^2}{E-a}.$$

The right-hand inequality answers your question: the energy lies below $\mu$ by at most $e^2/(E-a)$. For the lowest electronic level, $a$ can be the top of the negative-energy levels, so the denominator is large as long as $E$ stays near $\mu$. For a higher level, $a$ must be at or above the next level down.

**One identity.** For real shifts $c$ and $d$, expanding the inner product gives

$$\mathrm{Re}\langle (T-c)v,(T-d)v\rangle=\|Tv\|^2-(c+d)E+cd.$$

Setting $c=d=E$ gives $e^2=\|Tv\|^2-E^2$. Eliminating $\|Tv\|^2$,

$$\mathrm{Re}\langle (T-c)v,(T-d)v\rangle=e^2+(E-c)(E-d).$$

**One sign.** Take an orthonormal eigenbasis $B_i$ with levels $\varepsilon_i$. The same quantity equals

$$\sum_i(\varepsilon_i-c)(\varepsilon_i-d)\,|\langle B_i,v\rangle|^2,$$

which is nonnegative if no level lies strictly between $c$ and $d$.

**The two bounds.** No level lies strictly between $a$ and $\mu$, so $c=a$, $d=\mu$ gives $0\le e^2+(E-a)(E-\mu)$. Dividing by $E-a>0$ yields $\mu-E\le e^2/(E-a)$. Likewise $c=\mu$, $d=b$ gives $(E-\mu)(b-E)\le e^2$, and division by $b-E>0$ yields the lower bound.

**Is there a level in the interval at all?** If there were none, $c=a$, $d=b$ would give $e^2\ge(E-a)(b-E)$. So if $a<E$ and $e^2<(E-a)(b-E)$, some level lies in $(a,b)$.

**Can the bounds be improved?** Not from $a$, $b$, $E$ and $e$ alone, if $e^2<(E-a)(b-E)$; otherwise they say no more than $a<\mu<b$. To see that they can be attained, let the unit vector $v$ be $x+y$ with $Tx=cx$ and $Ty=\mu y$. Then $(T-c)v=(\mu-c)y$ and $(T-\mu)v=(c-\mu)x$. These are orthogonal if $c\ne\mu$ and both zero if $c=\mu$, so $0=e^2+(E-c)(E-\mu)$. When $E\ne c$, this says

$$\mu=E+\frac{e^2}{E-c}.$$

With $c=a$ the upper bound is attained, and with $c=b$ the lower one. The first case is your situation in its simplest form: one electronic state mixed with one negative-energy state.

### What the Lean statements say

The space `V` is a complex inner product space, finite-dimensional wherever the eigenbasis is used. The operator `T` is linear, and `hT : T.IsSymmetric` says that it is Hermitian. Nothing specific to Dirac enters, so the theorems hold for any such operator. The definitions `energy` and `residual` are $E$ and $e$, and `hv` normalises the trial vector. A level is a real `l` with `HasEigenvalue T (l : ℂ)`; this misses nothing, since a symmetric operator has only real eigenvalues. `Set.Ioo a b` is the open interval, so levels may sit exactly at $a$ or $b$.

In `kato_temple`, the hypothesis `honly` says that any level in the interval equals `μ`. It allows degeneracy, and it does not require `μ` to be a level. If `exists_level` applies, a level exists in the interval and `honly` identifies it with `μ`. The drop alone needs less: `level_le_energy_add` asks only that every level be at or below `a`, or at or above `μ`, and that $a<E$.

The numbers $a$ and $b$ are inputs. They stand for spectral information that you must get elsewhere, for example from a bound on the negative-energy levels. The levels are those of the operator in the chosen basis, and $e$ is measured within its span, so the distance to the levels of the full Dirac operator is a separate matter. In relativistic density functional theory, the bounds apply to a finite-basis Dirac–Kohn–Sham Hamiltonian with its potential held fixed; they do not measure the self-consistency error.

```lean
import Mathlib

open Module.End

namespace DiracEigenvalueBounds

noncomputable section

variable {V : Type*} [NormedAddCommGroup V] [InnerProductSpace ℂ V]

/-- The energy expectation value `E = Re ⟨v, T v⟩` of a unit trial vector `v`. -/
def energy (T : V →ₗ[ℂ] V) (v : V) : ℝ := (inner ℂ v (T v)).re

/-- The residual norm `e = ‖T v - E v‖` of a unit trial vector `v`, with `E` its energy. -/
def residual (T : V →ₗ[ℂ] V) (v : V) : ℝ := ‖T v - (energy T v : ℂ) • v‖

/-- For a unit vector `v` and real shifts `c`, `d`, the real part of
`⟨(T - c) v, (T - d) v⟩` equals `e² + (E - c) (E - d)`. -/
theorem shifted_inner (T : V →ₗ[ℂ] V) {v : V} (hv : ‖v‖ = 1) (c d : ℝ) :
    (inner ℂ (T v - (c : ℂ) • v) (T v - (d : ℂ) • v)).re
      = residual T v ^ 2 + (energy T v - c) * (energy T v - d) := by
  have h1 : inner ℂ v v = (1 : ℂ) := by
    rw [inner_self_eq_norm_sq_to_K, hv]
    simp
  have h2 : (inner ℂ (T v) v).re = (inner ℂ v (T v)).re := by
    rw [← inner_conj_symm (T v) v]
    exact Complex.conj_re _
  -- expand the inner product for arbitrary shifts
  have key : ∀ s t : ℝ, (inner ℂ (T v - (s : ℂ) • v) (T v - (t : ℂ) • v)).re
      = (inner ℂ (T v) (T v)).re - (s + t) * energy T v + s * t := by
    intro s t
    simp only [inner_sub_left, inner_sub_right, inner_smul_left, inner_smul_right, h1,
      Complex.conj_ofReal, Complex.sub_re, Complex.re_ofReal_mul, mul_one,
      Complex.ofReal_re, h2, energy]
    ring
  -- the squared residual is the case in which both shifts equal the energy
  have hr : residual T v ^ 2 = (inner ℂ (T v - (energy T v : ℂ) • v)
      (T v - (energy T v : ℂ) • v)).re :=
    (inner_self_eq_norm_sq (𝕜 := ℂ) _).symm
  rw [hr, key c d, key (energy T v) (energy T v)]
  ring

/-- If `(l - c) (l - d) ≥ 0` for every level `l` of a symmetric operator `T` in finite
dimension, then `⟨(T - c) v, (T - d) v⟩` has nonnegative real part for every `v`. -/
theorem shifted_inner_nonneg [FiniteDimensional ℂ V] {T : V →ₗ[ℂ] V} (hT : T.IsSymmetric)
    (c d : ℝ) (h : ∀ l : ℝ, HasEigenvalue T (l : ℂ) → 0 ≤ (l - c) * (l - d)) (v : V) :
    0 ≤ (inner ℂ (T v - (c : ℂ) • v) (T v - (d : ℂ) • v)).re := by
  obtain ⟨B, ev, hTi, hev⟩ : ∃ (B : OrthonormalBasis (Fin (Module.finrank ℂ V)) ℂ V)
      (ev : Fin (Module.finrank ℂ V) → ℝ),
      (∀ i, T (B i) = (ev i : ℂ) • B i) ∧ ∀ i, HasEigenvalue T (ev i : ℂ) :=
    ⟨hT.eigenvectorBasis rfl, hT.eigenvalues rfl,
      fun i => hT.apply_eigenvectorBasis rfl i, fun i => hT.hasEigenvalue_eigenvalues rfl i⟩
  -- in the eigenbasis the shifted operator multiplies each component by a real number
  have hB : ∀ i (s : ℝ), inner ℂ (B i) (T v - (s : ℂ) • v)
      = ((ev i - s : ℝ) : ℂ) * inner ℂ (B i) v := by
    intro i s
    rw [inner_sub_right, inner_smul_right, ← hT (B i) v, hTi, inner_smul_left,
      Complex.conj_ofReal]
    push_cast
    ring
  rw [← B.sum_inner_mul_inner, Complex.re_sum]
  refine Finset.sum_nonneg fun i _ => ?_
  rw [← inner_conj_symm _ (B i), hB i c, hB i d, map_mul, Complex.conj_ofReal]
  have hz : ∀ z : ℂ, ((ev i - c : ℝ) : ℂ) * (starRingEnd ℂ) z * (((ev i - d : ℝ) : ℂ) * z)
      = (((ev i - c) * (ev i - d) * Complex.normSq z : ℝ) : ℂ) := by
    intro z
    rw [Complex.ofReal_mul, Complex.ofReal_mul, Complex.normSq_eq_conj_mul_self]
    ring
  rw [hz, Complex.ofReal_re]
  exact mul_nonneg (h _ (hev i)) (Complex.normSq_nonneg _)

/-- If every level of a symmetric `T` in finite dimension lies at or below `a`, or at or above `μ`,
then a unit trial vector with energy `E > a` can fall below `μ` by at most `e² / (E - a)`. -/
theorem level_le_energy_add [FiniteDimensional ℂ V] {T : V →ₗ[ℂ] V} (hT : T.IsSymmetric)
    {v : V} (hv : ‖v‖ = 1) {a μ : ℝ}
    (hgap : ∀ l : ℝ, HasEigenvalue T (l : ℂ) → l ≤ a ∨ μ ≤ l) (ha : a < energy T v) :
    μ ≤ energy T v + residual T v ^ 2 / (energy T v - a) := by
  have hpos : 0 < energy T v - a := by linarith
  rcases le_total μ a with hμ | hμ
  · have := div_nonneg (sq_nonneg (residual T v)) hpos.le
    linarith
  · -- no level lies strictly between `a` and `μ`
    have h := shifted_inner_nonneg hT a μ (fun l hl => by
      rcases hgap l hl with h | h
      · exact mul_nonneg_of_nonpos_of_nonpos (by linarith) (by linarith)
      · exact mul_nonneg (by linarith) (by linarith)) v
    rw [shifted_inner T hv] at h
    have h' : μ - energy T v ≤ residual T v ^ 2 / (energy T v - a) := by
      rw [le_div_iff₀ hpos]
      nlinarith
    linarith

/-- If every level of a symmetric `T` in finite dimension lies at or below `μ`, or at or above `b`,
then a unit trial vector with energy `E < b` can lie above `μ` by at most `e² / (b - E)`. -/
theorem energy_sub_le_level [FiniteDimensional ℂ V] {T : V →ₗ[ℂ] V} (hT : T.IsSymmetric)
    {v : V} (hv : ‖v‖ = 1) {b μ : ℝ}
    (hgap : ∀ l : ℝ, HasEigenvalue T (l : ℂ) → l ≤ μ ∨ b ≤ l) (hb : energy T v < b) :
    energy T v - residual T v ^ 2 / (b - energy T v) ≤ μ := by
  have hpos : 0 < b - energy T v := by linarith
  rcases le_total b μ with hμ | hμ
  · have := div_nonneg (sq_nonneg (residual T v)) hpos.le
    linarith
  · -- no level lies strictly between `μ` and `b`
    have h := shifted_inner_nonneg hT μ b (fun l hl => by
      rcases hgap l hl with h | h
      · exact mul_nonneg_of_nonpos_of_nonpos (by linarith) (by linarith)
      · exact mul_nonneg (by linarith) (by linarith)) v
    rw [shifted_inner T hv] at h
    have h' : energy T v - μ ≤ residual T v ^ 2 / (b - energy T v) := by
      rw [le_div_iff₀ hpos]
      nlinarith
    linarith

/-- Kato–Temple enclosure: let `μ` and the energy `E` of a unit trial vector lie in `(a, b)`, and
let the symmetric operator `T`, in finite dimension, have no level in `(a, b)` other than `μ`. Then
`E - e² / (b - E) ≤ μ ≤ E + e² / (E - a)`. -/
theorem kato_temple [FiniteDimensional ℂ V] {T : V →ₗ[ℂ] V} (hT : T.IsSymmetric)
    {v : V} (hv : ‖v‖ = 1) {a b μ : ℝ} (hμ : μ ∈ Set.Ioo a b)
    (honly : ∀ l : ℝ, HasEigenvalue T (l : ℂ) → l ∈ Set.Ioo a b → l = μ)
    (hE : energy T v ∈ Set.Ioo a b) :
    energy T v - residual T v ^ 2 / (b - energy T v) ≤ μ ∧
      μ ≤ energy T v + residual T v ^ 2 / (energy T v - a) := by
  constructor
  · refine energy_sub_le_level hT hv (fun l hl => ?_) hE.2
    by_contra! hc
    exact hc.1.ne' (honly l hl ⟨hμ.1.trans hc.1, hc.2⟩)
  · refine level_le_energy_add hT hv (fun l hl => ?_) hE.1
    by_contra! hc
    exact hc.2.ne (honly l hl ⟨hc.1, hc.2.trans hμ.2⟩)

/-- In finite dimension, if a unit trial vector has energy `E > a` and `e² < (E - a) (b - E)`, then
the symmetric operator `T` has a level in `(a, b)`. -/
theorem exists_level [FiniteDimensional ℂ V] {T : V →ₗ[ℂ] V} (hT : T.IsSymmetric)
    {v : V} (hv : ‖v‖ = 1) {a b : ℝ} (ha : a < energy T v)
    (he : residual T v ^ 2 < (energy T v - a) * (b - energy T v)) :
    ∃ l : ℝ, HasEigenvalue T (l : ℂ) ∧ l ∈ Set.Ioo a b := by
  by_contra! hno
  have hb : 0 < b - energy T v :=
    pos_of_mul_pos_right (lt_of_le_of_lt (sq_nonneg _) he) (by linarith)
  -- with an empty window the shifted product would be nonnegative
  have h := shifted_inner_nonneg hT a b (fun l hl => by
    rcases le_or_gt l a with h | h
    · exact mul_nonneg_of_nonpos_of_nonpos (by linarith) (by linarith)
    · have hbl : b ≤ l := not_lt.mp fun hlb => hno l hl ⟨h, hlb⟩
      exact mul_nonneg (by linarith) (by linarith)) v
  rw [shifted_inner T hv] at h
  nlinarith

/-- Sharpness: if a unit trial vector is the sum of a vector `x` with `T x = c x` and a vector
`y` with `T y = μ y`, for symmetric `T`, and its energy `E` differs from `c`, then
`μ = E + e² / (E - c)` exactly. -/
theorem two_level_exact {T : V →ₗ[ℂ] V} (hT : T.IsSymmetric) {x y : V} {c μ : ℝ}
    (hx : T x = (c : ℂ) • x) (hy : T y = (μ : ℂ) • y) (hv : ‖x + y‖ = 1)
    (hE : energy T (x + y) ≠ c) :
    μ = energy T (x + y) + residual T (x + y) ^ 2 / (energy T (x + y) - c) := by
  -- symmetry makes the two components orthogonal unless the levels coincide
  have horth : ((μ : ℂ) - c) * inner ℂ y x = 0 := by
    have h := hT y x
    rw [hx, hy, inner_smul_left, inner_smul_right, Complex.conj_ofReal] at h
    linear_combination h
  have h1 : T (x + y) - (c : ℂ) • (x + y) = ((μ - c : ℝ) : ℂ) • y := by
    rw [map_add, hx, hy]
    push_cast
    module
  have h2 : T (x + y) - (μ : ℂ) • (x + y) = ((c - μ : ℝ) : ℂ) • x := by
    rw [map_add, hx, hy]
    push_cast
    module
  have h3 : inner ℂ (((μ - c : ℝ) : ℂ) • y) (((c - μ : ℝ) : ℂ) • x) = (0 : ℂ) := by
    rw [inner_smul_left, inner_smul_right, Complex.conj_ofReal]
    push_cast
    linear_combination ((c : ℂ) - μ) * horth
  have h := shifted_inner T hv c μ
  rw [h1, h2, h3, Complex.zero_re] at h
  have hne : energy T (x + y) - c ≠ 0 := sub_ne_zero.mpr hE
  have h4 : μ - energy T (x + y)
      = residual T (x + y) ^ 2 / (energy T (x + y) - c) := by
    rw [eq_div_iff hne]
    linear_combination h
  linarith

end

end DiracEigenvalueBounds
```

```lean
#print axioms DiracEigenvalueBounds.kato_temple
#print axioms DiracEigenvalueBounds.exists_level
#print axioms DiracEigenvalueBounds.two_level_exact
```

```
'DiracEigenvalueBounds.kato_temple' depends on axioms: [propext, Classical.choice, Quot.sound]
'DiracEigenvalueBounds.exists_level' depends on axioms: [propext, Classical.choice, Quot.sound]
'DiracEigenvalueBounds.two_level_exact' depends on axioms: [propext, Classical.choice, Quot.sound]
```

### From the identity to the enclosure in Lean

`shifted_inner` is the identity. Its step `key` expands the inner product for arbitrary shifts, `hr` recognises the squared residual as the case where both shifts equal $E$, and `ring` combines them.

`shifted_inner_nonneg` is the sign argument. It takes Mathlib's eigenvector basis, with `ev i` for $\varepsilon_i$. Step `hB` shows that $T-s$ multiplies the $i$-th component by `ev i - s`, and `hz` writes each term of the sum as a real product times a squared modulus.

`level_le_energy_add` and `energy_sub_le_level` insert the two choices of shifts. Each first disposes of the case where `μ` lies on the far side of the endpoint, in which the bound is immediate. Otherwise `le_div_iff₀` clears the denominator and `nlinarith` finishes the algebra.

`kato_temple` only has to supply their gap conditions. A level strictly between `μ` and `b`, or between `a` and `μ`, would lie in the interval and so equal `μ`, a contradiction.

`exists_level` assumes an empty interval and contradicts the residual condition, after deriving $E<b$ from it. In `two_level_exact`, `horth` obtains $(\mu-c)\langle y,x\rangle=0$ from symmetry, which treats equal and distinct levels together. Steps `h1` and `h2` compute the shifted vectors, `h3` shows that their inner product vanishes, and `shifted_inner` then gives the equality.
